# A partitioned real symmetric matrix has an eigenvalue between E and f(E) when E − B is invertible

Q: In a partitioning calculation I choose a trial energy $E$, solve a linear system for the amplitudes outside my reference state, and get back a new energy $f(E)$. If I stop there, what do the two numbers tell me about the spectrum?

A: Some eigenvalue lies between them, endpoints included. Write

$$H=\begin{pmatrix}a&b^T\\ b&B\end{pmatrix},\qquad f(E)=a+b^T(E-B)^{-1}b,$$

where $a$ is the reference energy, $b$ the coupling and $B$ the symmetric Hamiltonian of the complement. The energy $E$ is real and must not be an eigenvalue of $B$.

In Lean 4 with Mathlib:

```lean
import Mathlib

open Matrix

namespace PartitioningBracket

noncomputable section

variable {m n : Type*} [Fintype m] [DecidableEq m] [Fintype n] [DecidableEq n]
```

Q: What counts as an eigenvalue, and where is the Hamiltonian?

A: An eigenvalue is a real number with a nonzero real eigenvector. The index type `Unit ⊕ n` holds one reference state and a finite set `n` of others, in an orthonormal basis.

```lean
/-- The real number `l` is an eigenvalue of `A`: some nonzero vector satisfies `A v = l v`. -/
def IsEigenvalue (A : Matrix m m ℝ) (l : ℝ) : Prop :=
  ∃ v : m → ℝ, v ≠ 0 ∧ A *ᵥ v = l • v

/-- The Hamiltonian `[[a, bᵀ], [b, B]]`: one reference state of energy `a`, coupled by `b`
to a complementary space with Hamiltonian `B`. -/
def hamiltonian (a : ℝ) (b : n → ℝ) (B : Matrix n n ℝ) : Matrix (Unit ⊕ n) (Unit ⊕ n) ℝ :=
  Matrix.fromBlocks (Matrix.of fun _ _ => a) (Matrix.of fun _ j => b j)
    (Matrix.of fun i _ => b i) B
```

Q: And the amplitudes? I think of cluster amplitudes.

A: Here they are linear expansion coefficients, $y=(E-B)^{-1}b$. The trial vector $x=(1,y)$ has reference coefficient 1; the normalised state is $x/\sqrt{1+y^Ty}$. The name `effectiveEnergy` stands for $f(E)$, which need not itself be an eigenvalue.

```lean
/-- The amplitudes `(E - B)⁻¹ b` in the complementary space, for `E - B` invertible. -/
def amplitudes (b : n → ℝ) (B : Matrix n n ℝ) (E : ℝ) : n → ℝ :=
  (E • (1 : Matrix n n ℝ) - B)⁻¹ *ᵥ b

/-- The partitioning function `f(E) = a + bᵀ (E - B)⁻¹ b`, for `E - B` invertible. -/
def effectiveEnergy (a : ℝ) (b : n → ℝ) (B : Matrix n n ℝ) (E : ℝ) : ℝ :=
  a + b ⬝ᵥ amplitudes b B E

/-- The trial vector `(1, (E - B)⁻¹ b)`, for `E - B` invertible. -/
def trialVector (b : n → ℝ) (B : Matrix n n ℝ) (E : ℝ) : Unit ⊕ n → ℝ :=
  Sum.elim (fun _ => 1) (amplitudes b B E)
```

Q: Show me the argument before the code.

A: Since $(E-B)y=b$, we have $b+By=Ey$, and the reference row gives $a+b^Ty=f(E)$. Hence $Hx=(f(E),Ey)$, and with $f=f(E)$

$$(H-E)x=(f-E,\,0),\qquad (H-f)x=(0,\,(E-f)y).$$

These residuals are orthogonal. Let $v_i$ be orthonormal eigenvectors of $H$ with eigenvalues $\lambda_i$, and let $c_i=v_i^Tx$. By symmetry, $v_i^T(H-p)x=(\lambda_i-p)c_i$ for any real $p$, so orthogonality becomes

$$\sum_i(\lambda_i-E)(\lambda_i-f)\,c_i^2=0.$$

If every product $(\lambda_i-E)(\lambda_i-f)$ were positive, all $c_i$ would vanish and $x$ would be zero, but its first component is 1. So some product is at most zero, which puts that $\lambda_i$ between $E$ and $f$.

Q: Which parts of the code carry the expansion?

A: The first lemma supplies the eigenbasis and writes scalar products as sums over components. The second gives the factor $\lambda_i-p$.

```lean
/-- A real symmetric matrix has a complete set of eigenvectors, in which every scalar product
is the sum of products of components. -/
theorem eigenbasis_expansion {A : Matrix m m ℝ} (hA : A.IsSymm) :
    ∃ (ev : m → ℝ) (v : m → m → ℝ), (∀ i, v i ≠ 0) ∧ (∀ i, A *ᵥ v i = ev i • v i) ∧
      ∀ u w : m → ℝ, u ⬝ᵥ w = ∑ i, (v i ⬝ᵥ u) * (v i ⬝ᵥ w) := by
  have hH : A.IsHermitian := by
    rw [Matrix.IsHermitian, Matrix.conjTranspose_eq_transpose_of_trivial]
    exact hA
  refine ⟨hH.eigenvalues, fun i => (hH.eigenvectorBasis i).ofLp, fun i h => ?_,
    fun i => hH.mulVec_eigenvectorBasis i, fun u w => ?_⟩
  · exact hH.eigenvectorBasis.orthonormal.ne_zero i (by ext j; exact congrFun h j)
  · have h := hH.eigenvectorBasis.sum_inner_mul_inner (WithLp.toLp 2 u) (WithLp.toLp 2 w)
    simp only [EuclideanSpace.inner_eq_star_dotProduct, star_trivial] at h
    exact (dotProduct_comm u w).trans (h.symm.trans
      (Finset.sum_congr rfl fun i _ => congrArg₂ (· * ·) rfl (dotProduct_comm _ _)))

omit [DecidableEq m] in
/-- For symmetric `A`, the component of the residual `(A - p) x` along an eigenvector of
eigenvalue `l` is `l - p` times the component of `x`. -/
theorem eigenvector_dot_residual {A : Matrix m m ℝ} (hA : A.IsSymm) {v : m → ℝ} {l : ℝ}
    (hv : A *ᵥ v = l • v) (x : m → ℝ) (p : ℝ) :
    v ⬝ᵥ (A *ᵥ x - p • x) = (l - p) * (v ⬝ᵥ x) := by
  have h : v ⬝ᵥ (A *ᵥ x) = l * (v ⬝ᵥ x) := by
    rw [Matrix.dotProduct_mulVec, ← Matrix.mulVec_transpose, hA.eq, hv, smul_dotProduct,
      smul_eq_mul]
  rw [dotProduct_sub, h, dotProduct_smul, smul_eq_mul]
  ring
```

The next lemma is the sign argument for any symmetric matrix `A` and two energies `p` and `q`. Its proof supposes, for contradiction, that all products are positive; `Finset.sum_eq_zero_iff_of_nonneg` then makes each term vanish, which forces `x` to be zero.

```lean
/-- If the residuals `(A - p) x` and `(A - q) x` of a nonzero vector are orthogonal, the
symmetric matrix `A` has an eigenvalue `l` with `(l - p)(l - q) ≤ 0`. -/
theorem exists_eigenvalue_of_orthogonal {A : Matrix m m ℝ} (hA : A.IsSymm) {x : m → ℝ}
    (hx : x ≠ 0) {p q : ℝ} (h : (A *ᵥ x - p • x) ⬝ᵥ (A *ᵥ x - q • x) = 0) :
    ∃ l, IsEigenvalue A l ∧ (l - p) * (l - q) ≤ 0 := by
  obtain ⟨ev, v, hv0, hv, hP⟩ := eigenbasis_expansion hA
  by_contra hne
  have hpos : ∀ i, 0 < (ev i - p) * (ev i - q) := fun i =>
    lt_of_not_ge fun hle => hne ⟨ev i, ⟨v i, hv0 i, hv i⟩, hle⟩
  have hsum : ∑ i, ((ev i - p) * (ev i - q)) * (v i ⬝ᵥ x) ^ 2 = 0 := by
    rw [← h, hP]
    refine Finset.sum_congr rfl fun i _ => ?_
    rw [eigenvector_dot_residual hA (hv i) x p, eigenvector_dot_residual hA (hv i) x q]
    ring
  -- each term of the vanishing sum is zero; its first factor is positive, so `v i ⬝ᵥ x = 0`
  have hz := (Finset.sum_eq_zero_iff_of_nonneg
    (fun i _ => mul_nonneg (hpos i).le (sq_nonneg (v i ⬝ᵥ x)))).1 hsum
  have hc : ∀ i, v i ⬝ᵥ x = 0 := fun i =>
    (pow_eq_zero_iff two_ne_zero).1
      ((mul_eq_zero.1 (hz i (Finset.mem_univ i))).resolve_left (hpos i).ne')
  exact hx (dotProduct_self_eq_zero.1 (by rw [hP]; simp [hc]))
```

Q: Can the eigenvalue be placed strictly inside?

A: Yes, if $b\neq0$ and $E\neq f$. Suppose no product is negative. Every term in the sum is then zero, so $(\lambda_i-f)(\lambda_i-E)c_i=0$ for each $i$, and therefore $(H-f)(H-E)x=0$. But $(H-E)x=(f-E,0)$, and the complementary part of $H$ acting on it is $(f-E)b$. This would have to vanish, forcing $b=0$. The general lemma takes the failure of $(A-q)(A-p)x=0$ as its hypothesis `hr`.

```lean
/-- If the residuals `(A - p) x` and `(A - q) x` are orthogonal and `A` does not act on
`(A - p) x` as multiplication by `q`, the symmetric matrix `A` has an eigenvalue `l` with
`(l - p)(l - q) < 0`. -/
theorem exists_eigenvalue_strict {A : Matrix m m ℝ} (hA : A.IsSymm) {x : m → ℝ} {p q : ℝ}
    (h : (A *ᵥ x - p • x) ⬝ᵥ (A *ᵥ x - q • x) = 0)
    (hr : A *ᵥ (A *ᵥ x - p • x) ≠ q • (A *ᵥ x - p • x)) :
    ∃ l, IsEigenvalue A l ∧ (l - p) * (l - q) < 0 := by
  obtain ⟨ev, v, hv0, hv, hP⟩ := eigenbasis_expansion hA
  by_contra hne
  have hnn : ∀ i, 0 ≤ (ev i - p) * (ev i - q) := fun i =>
    le_of_not_gt fun hlt => hne ⟨ev i, ⟨v i, hv0 i, hv i⟩, hlt⟩
  have hsum : ∑ i, ((ev i - p) * (ev i - q)) * (v i ⬝ᵥ x) ^ 2 = 0 := by
    rw [← h, hP]
    refine Finset.sum_congr rfl fun i _ => ?_
    rw [eigenvector_dot_residual hA (hv i) x p, eigenvector_dot_residual hA (hv i) x q]
    ring
  have hz := (Finset.sum_eq_zero_iff_of_nonneg
    (fun i _ => mul_nonneg (hnn i) (sq_nonneg (v i ⬝ᵥ x)))).1 hsum
  -- hence `(A - q)(A - p) x` has no component along any eigenvector
  have hc : ∀ i, v i ⬝ᵥ (A *ᵥ (A *ᵥ x - p • x) - q • (A *ᵥ x - p • x)) = 0 := by
    intro i
    rw [eigenvector_dot_residual hA (hv i) (A *ᵥ x - p • x) q,
      eigenvector_dot_residual hA (hv i) x p]
    rcases mul_eq_zero.1 (hz i (Finset.mem_univ i)) with h0 | h0
    · linear_combination (v i ⬝ᵥ x) * h0
    · rw [(pow_eq_zero_iff two_ne_zero).1 h0, mul_zero, mul_zero]
  exact hr (sub_eq_zero.1 (dotProduct_self_eq_zero.1 (by rw [hP]; simp [hc])))
```

Q: Now connect that to the partitioned matrix.

A: Three lemmas do so: $H$ is symmetric, $Hx=(f,Ey)$, and the residuals are orthogonal.

```lean
omit [Fintype n] [DecidableEq n] in
/-- For symmetric `B` the partitioned Hamiltonian is symmetric. -/
theorem hamiltonian_isSymm (a : ℝ) (b : n → ℝ) {B : Matrix n n ℝ} (hB : B.IsSymm) :
    (hamiltonian a b B).IsSymm := by
  apply Matrix.IsSymm.ext
  rintro (i | i) (j | j) <;> simp [hamiltonian, hB.apply]

/-- For `E - B` invertible, the Hamiltonian multiplies the reference component of the trial
vector by `f(E)` and its complementary components by `E`. -/
theorem hamiltonian_mulVec_trial (a : ℝ) (b : n → ℝ) (B : Matrix n n ℝ) {E : ℝ}
    (hE : IsUnit (E • (1 : Matrix n n ℝ) - B)) :
    hamiltonian a b B *ᵥ trialVector b B E =
      Sum.elim (fun _ => effectiveEnergy a b B E) (E • amplitudes b B E) := by
  have hy : (E • (1 : Matrix n n ℝ) - B) *ᵥ amplitudes b B E = b := by
    rw [amplitudes, Matrix.mulVec_mulVec,
      Matrix.mul_nonsing_inv _ ((Matrix.isUnit_iff_isUnit_det _).1 hE), Matrix.one_mulVec]
  rw [Matrix.sub_mulVec, Matrix.smul_mulVec, Matrix.one_mulVec] at hy
  ext (i | i)
  · simp [hamiltonian, trialVector, effectiveEnergy, Matrix.mulVec, dotProduct]
  · have hi := congrFun hy i
    simp only [Pi.sub_apply, Pi.smul_apply, smul_eq_mul, Matrix.mulVec, dotProduct] at hi
    simp [hamiltonian, trialVector, Matrix.mulVec, dotProduct]
    linarith

/-- For `E - B` invertible, the residuals of the trial vector at the energies `E` and `f(E)`
are orthogonal. -/
theorem residuals_orthogonal (a : ℝ) (b : n → ℝ) (B : Matrix n n ℝ) {E : ℝ}
    (hE : IsUnit (E • (1 : Matrix n n ℝ) - B)) :
    (hamiltonian a b B *ᵥ trialVector b B E - E • trialVector b B E) ⬝ᵥ
      (hamiltonian a b B *ᵥ trialVector b B E -
        effectiveEnergy a b B E • trialVector b B E) = 0 := by
  rw [hamiltonian_mulVec_trial a b B hE]
  simp [trialVector, dotProduct, Fintype.sum_sum_type]
```

Q: Does the main theorem assume $E<f(E)$, or $E$ below the spectrum of $B$?

A: Neither. `Set.uIcc` is the closed interval with its endpoints in either order, and `hE` asks only that $E-B$ be invertible. The proof turns the sign of the product into the two possible orderings.

```lean
/-- **Partitioning bracket theorem.** For symmetric `B` and `E - B` invertible, the Hamiltonian
has an eigenvalue in the closed interval between `E` and `f(E)`. -/
theorem partitioning_bracket (a : ℝ) (b : n → ℝ) {B : Matrix n n ℝ} (hB : B.IsSymm) {E : ℝ}
    (hE : IsUnit (E • (1 : Matrix n n ℝ) - B)) :
    ∃ l ∈ Set.uIcc E (effectiveEnergy a b B E), IsEigenvalue (hamiltonian a b B) l := by
  have hx : trialVector b B E ≠ 0 := fun h => by
    simpa [trialVector] using congrFun h (Sum.inl ())
  obtain ⟨l, hl, h⟩ := exists_eigenvalue_of_orthogonal (hamiltonian_isSymm a b hB) hx
    (residuals_orthogonal a b B hE)
  refine ⟨l, Set.mem_uIcc.2 ?_, hl⟩
  rcases mul_nonpos_iff.1 h with ⟨h1, h2⟩ | ⟨h1, h2⟩
  · exact Or.inl ⟨by linarith, by linarith⟩
  · exact Or.inr ⟨by linarith, by linarith⟩
```

The strict version uses the open interval from the smaller endpoint to the larger, and obtains `hr` from $b\neq0$ and $E\neq f$.

```lean
/-- For symmetric `B`, `E - B` invertible, nonzero coupling `b` and `f(E)` different from `E`,
the Hamiltonian has an eigenvalue strictly between `E` and `f(E)`. -/
theorem partitioning_bracket_strict (a : ℝ) {b : n → ℝ} (hb : b ≠ 0) {B : Matrix n n ℝ}
    (hB : B.IsSymm) {E : ℝ} (hE : IsUnit (E • (1 : Matrix n n ℝ) - B))
    (hne : E ≠ effectiveEnergy a b B E) :
    ∃ l ∈ Set.Ioo (min E (effectiveEnergy a b B E)) (max E (effectiveEnergy a b B E)),
      IsEigenvalue (hamiltonian a b B) l := by
  -- the residual at `E` is a multiple of the reference state
  have hres : hamiltonian a b B *ᵥ trialVector b B E - E • trialVector b B E =
      Sum.elim (fun _ => effectiveEnergy a b B E - E) (fun _ => 0) := by
    rw [hamiltonian_mulVec_trial a b B hE]
    ext (i | i) <;> simp [trialVector]
  obtain ⟨l, hl, h⟩ := exists_eigenvalue_strict (hamiltonian_isSymm a b hB)
    (residuals_orthogonal a b B hE) (by
      intro h
      rw [hres] at h
      apply hb
      ext j
      have h2 : b j * (effectiveEnergy a b B E - E) = 0 := by
        simpa [hamiltonian, Matrix.mulVec, dotProduct] using congrFun h (Sum.inr j)
      exact (mul_eq_zero.1 h2).resolve_right (sub_ne_zero.2 hne.symm))
  refine ⟨l, ?_, hl⟩
  rcases mul_neg_iff.1 h with ⟨h1, h2⟩ | ⟨h1, h2⟩
  · exact ⟨min_lt_iff.2 (Or.inl (by linarith)), lt_max_iff.2 (Or.inr (by linarith))⟩
  · exact ⟨min_lt_iff.2 (Or.inr (by linarith)), lt_max_iff.2 (Or.inl (by linarith))⟩
```

Q: What happens with no complement at all?

A: Then $H=(a)$ and $f(E)=a$, so the eigenvalue sits at an endpoint. The strict theorem does not apply, because an empty $b$ cannot be nonzero.

Q: So may I quote the interval as error bars on my ground state?

A: Not without identifying the level. For $a=0$, $b=1$, $B=0$ and $E=2$, one finds $f(E)=1/2$. The eigenvalues are $\pm1$: the interval contains $1$ and misses the lower level $-1$, whose normalised eigenvector is $(1,-1)/\sqrt2$.

```lean
/-- For the two-level Hamiltonian `[[0, 1], [1, 0]]` and `E = 2`, `E - B` is invertible and
`f(E) = 1/2`, and `-1` is an eigenvalue of the Hamiltonian. -/
theorem bracket_misses_lower_level :
    IsUnit ((2 : ℝ) • (1 : Matrix Unit Unit ℝ) - 0) ∧
      effectiveEnergy 0 (fun _ : Unit => 1) 0 2 = 1 / 2 ∧
      IsEigenvalue (hamiltonian 0 (fun _ : Unit => 1) 0) (-1) := by
  have hinv : ((2 : ℝ) • (1 : Matrix Unit Unit ℝ) - 0)⁻¹ = (1 / 2 : ℝ) • 1 := by
    apply Matrix.inv_eq_right_inv
    rw [sub_zero, smul_mul_smul_comm, one_mul]
    norm_num
  refine ⟨(Matrix.isUnit_iff_isUnit_det _).2 (by simp), ?_,
    Sum.elim (fun _ => 1) (fun _ => -1), fun h => ?_, ?_⟩
  · unfold effectiveEnergy amplitudes
    rw [hinv, Matrix.smul_mulVec, Matrix.one_mulVec]
    simp [dotProduct]
  · simpa using congrFun h (Sum.inl ())
  · ext (i | i) <;> simp [hamiltonian, Matrix.mulVec, dotProduct]

end

end PartitioningBracket
```

Q: And for a real molecule?

A: In configuration interaction with one reference state, the interval locates an eigenvalue of the finite matrix you built, provided that the linear system for the amplitudes is solved exactly. An iterative solution stopped early does not carry this guarantee. Passing from that matrix to the full electronic Hamiltonian needs a separate estimate of the error due to the finite orbital basis and to any configurations left out.

```lean
#print axioms PartitioningBracket.partitioning_bracket
-- 'PartitioningBracket.partitioning_bracket' depends on axioms: [propext, Classical.choice, Quot.sound]
#print axioms PartitioningBracket.partitioning_bracket_strict
-- 'PartitioningBracket.partitioning_bracket_strict' depends on axioms: [propext, Classical.choice, Quot.sound]
#print axioms PartitioningBracket.bracket_misses_lower_level
-- 'PartitioningBracket.bracket_misses_lower_level' depends on axioms: [propext, Classical.choice, Quot.sound]
```
